# Slowing the reversible pair of a two-state catalytic cycle lowers both its turnover and its events per turnover

The cycle is A ⇌ B → A, for example one catalytic site with two states. The rates are $k_1$ (A to B), $k_m$ (B back to A, often written $k_{-1}$) and $k_2$ (B to A, completing a turnover), all positive. Multiplying $k_1$ and $k_m$ by the same $a\in(0,1)$ preserves their ratio, and so the equilibrium constant of the pair. The stationary turnover drops by the relative error

$$\frac{(1-a)k_2}{a(k_1+k_m)+k_2},$$

while the pair's events per turnover fall from $1+2k_m/k_2$ to $1+2ak_m/k_2$.

## Rate scaling in kinetic Monte Carlo

A kinetic Monte Carlo code can spend most of its steps on a fast reversible pair that rarely leads to product. Scaling down both rates of the pair saves steps but biases the turnover. For this single linear cycle in its stationary state, the formulas give the bias and the saving, and they fix the smallest $a$ that meets a given error tolerance between 0 and 1.

## From the balance equation to the cost bound

Let $p_A,p_B$ be the stationary occupations: gain and loss of A balance, and the two sum to one. Balance gives $(k_m+k_2)p_B=k_1p_A$. With $p_A=1-p_B$,

$$p_B=\frac{k_1}{k_1+k_m+k_2},\qquad p_A=\frac{k_m+k_2}{k_1+k_m+k_2}.$$

The turnover is $r=k_2p_B=k_1k_2/(k_1+k_m+k_2)$. Replacing $k_1,k_m$ by $ak_1,ak_m$ gives the slowed turnover $s=ak_1k_2/(a(k_1+k_m)+k_2)$. Hence

$$\frac{r-s}{r}=1-\frac{a(k_1+k_m+k_2)}{a(k_1+k_m)+k_2}=\frac{(1-a)k_2}{a(k_1+k_m)+k_2}.$$

By the balance equation, the total flux of the pair is $k_1p_A+k_mp_B=(2k_m+k_2)p_B$. Dividing by $k_2p_B$ gives $1+2k_m/k_2$ events per turnover, and the slowed cycle has $ak_m$ in place of $k_m$.

For a tolerance $\varepsilon\ge 0$, the error is at most $\varepsilon$ when $(1-a)k_2\le\varepsilon\,(a(k_1+k_m)+k_2)$. Collecting the terms in $a$ turns this into

$$a\ge a_c=\frac{(1-\varepsilon)k_2}{k_2+\varepsilon(k_1+k_m)}.$$

Now let $0<\varepsilon<1$. At $a=a_c$ the error equals $\varepsilon$. Since $\varepsilon k_m<k_2+\varepsilon(k_1+k_m)$,

$$\frac{a_ck_m}{k_2}=\frac{(1-\varepsilon)k_m}{k_2+\varepsilon(k_1+k_m)}<\frac{1-\varepsilon}{\varepsilon},$$

so the pair fires fewer than $1+2(1-\varepsilon)/\varepsilon=2/\varepsilon-1$ times per turnover, however fast it was originally. For a tolerance of 5%, slowing by $a_c$ leaves fewer than 39 pair events per turnover.

## The Lean file

```lean
import Mathlib

namespace SlowedCatalyticCycle

noncomputable section

/-- Occupations `pA`, `pB` of the cycle A ⇌ B → A are stationary: gain and loss of A
balance, and the occupations sum to one. The rates are `k1` (A to B), `km` (B back to A)
and `k2` (B to A, completing a turnover). -/
structure IsStationary (k1 km k2 pA pB : ℝ) : Prop where
  balance : km * pB + k2 * pB - k1 * pA = 0
  total : pA + pB = 1

/-- The turnover frequency: the flux through the irreversible step B → A. -/
def turnover (k2 pB : ℝ) : ℝ := k2 * pB

/-- Forward and backward events of the reversible pair per completed turnover,
for nonzero turnover. -/
def eventsPerTurnover (k1 km k2 pA pB : ℝ) : ℝ :=
  (k1 * pA + km * pB) / turnover k2 pB

/-- The relative amount by which `s` falls short of a nonzero reference value `r`. -/
def relError (r s : ℝ) : ℝ := (r - s) / r

/-- The lower bound that an error tolerance `ε` sets on the slowing factor `a > 0`, for positive
rates and `0 ≤ ε`. -/
def criticalSlowing (k1 km k2 ε : ℝ) : ℝ := (1 - ε) * k2 / (k2 + ε * (k1 + km))

variable {k1 km k2 a ε pA pB qA qB : ℝ}

/-- For positive rates the cycle has exactly one stationary state, with these occupations. -/
theorem isStationary_iff (h1 : 0 < k1) (hm : 0 < km) (h2 : 0 < k2) :
    IsStationary k1 km k2 pA pB ↔
      pA = (km + k2) / (k1 + km + k2) ∧ pB = k1 / (k1 + km + k2) := by
  have hS : k1 + km + k2 ≠ 0 := by positivity
  constructor
  · rintro ⟨hb, hn⟩
    constructor
    · rw [eq_div_iff hS]
      linear_combination (km + k2) * hn - hb
    · rw [eq_div_iff hS]
      linear_combination k1 * hn + hb
  · rintro ⟨rfl, rfl⟩
    refine ⟨by ring, ?_⟩
    rw [← add_div, div_eq_one_iff_eq hS]
    ring

/-- For positive rates the stationary turnover is `k1 k2 / (k1 + km + k2)`. -/
theorem turnover_eq (h1 : 0 < k1) (hm : 0 < km) (h2 : 0 < k2)
    (h : IsStationary k1 km k2 pA pB) :
    turnover k2 pB = k1 * k2 / (k1 + km + k2) := by
  rw [turnover, ((isStationary_iff h1 hm h2).1 h).2]
  ring

/-- For positive rates the reversible pair fires `1 + 2 km / k2` times per turnover
in the stationary state. -/
theorem eventsPerTurnover_eq (h1 : 0 < k1) (hm : 0 < km) (h2 : 0 < k2)
    (h : IsStationary k1 km k2 pA pB) :
    eventsPerTurnover k1 km k2 pA pB = 1 + 2 * km / k2 := by
  have hpB : 0 < pB := by
    rw [((isStationary_iff h1 hm h2).1 h).2]
    positivity
  -- the balance equation expresses the forward flux through the occupation of B
  have hflux : k1 * pA + km * pB = (2 * km + k2) * pB := by
    linear_combination (-1) * h.balance
  rw [eventsPerTurnover, turnover, hflux, mul_div_mul_right _ _ hpB.ne', add_div,
    div_self h2.ne']
  ring

/-- For positive rates, after both rates of the reversible pair are multiplied by `a > 0`, the
stationary turnover falls short of the original one by the relative amount
`(1 - a) k2 / (a (k1 + km) + k2)`; a negative value means a rise. -/
theorem relError_eq (h1 : 0 < k1) (hm : 0 < km) (h2 : 0 < k2) (ha : 0 < a)
    (hp : IsStationary k1 km k2 pA pB) (hq : IsStationary (a * k1) (a * km) k2 qA qB) :
    relError (turnover k2 pB) (turnover k2 qB) =
      (1 - a) * k2 / (a * (k1 + km) + k2) := by
  have hT : a * (k1 + km) + k2 ≠ 0 := by positivity
  have hr : turnover k2 pB ≠ 0 := by
    rw [turnover_eq h1 hm h2 hp]
    positivity
  -- occupations of B in the original and in the slowed cycle
  have eP : pB * (k1 + km + k2) = k1 := by
    linear_combination k1 * hp.total + hp.balance
  have eQ : qB * (a * (k1 + km) + k2) = a * k1 := by
    linear_combination a * k1 * hq.total + hq.balance
  rw [relError, div_eq_div_iff hr hT]
  simp only [turnover]
  linear_combination a * k2 * eP - k2 * eQ

/-- Slowing the reversible pair of a cycle with positive rates by a factor `a` between 0 and 1
lowers the stationary turnover, with the stated relative error, and lowers the number of pair
events per turnover from `1 + 2 km / k2` to `1 + 2 a km / k2`. -/
theorem slowing_reversible_pair (h1 : 0 < k1) (hm : 0 < km) (h2 : 0 < k2)
    (ha : 0 < a) (ha1 : a < 1)
    (hp : IsStationary k1 km k2 pA pB) (hq : IsStationary (a * k1) (a * km) k2 qA qB) :
    turnover k2 qB < turnover k2 pB ∧
    relError (turnover k2 pB) (turnover k2 qB) = (1 - a) * k2 / (a * (k1 + km) + k2) ∧
    eventsPerTurnover k1 km k2 pA pB = 1 + 2 * km / k2 ∧
    eventsPerTurnover (a * k1) (a * km) k2 qA qB = 1 + 2 * a * km / k2 ∧
    eventsPerTurnover (a * k1) (a * km) k2 qA qB < eventsPerTurnover k1 km k2 pA pB := by
  have h1' := mul_pos ha h1
  have hm' := mul_pos ha hm
  have eP := eventsPerTurnover_eq h1 hm h2 hp
  have eQ : eventsPerTurnover (a * k1) (a * km) k2 qA qB = 1 + 2 * a * km / k2 := by
    rw [eventsPerTurnover_eq h1' hm' h2 hq]
    ring
  refine ⟨?_, relError_eq h1 hm h2 ha hp hq, eP, eQ, ?_⟩
  · rw [turnover_eq h1 hm h2 hp, turnover_eq h1' hm' h2 hq,
      div_lt_div_iff₀ (by positivity) (by positivity)]
    nlinarith [mul_pos (mul_pos (mul_pos h1 h2) h2) (sub_pos.2 ha1)]
  · have hlt : 2 * a * km / k2 < 2 * km / k2 :=
      div_lt_div_of_pos_right (by nlinarith [mul_pos hm (sub_pos.2 ha1)]) h2
    rw [eP, eQ]
    linarith

/-- For positive rates, `a > 0` and a tolerance `ε ≥ 0`, the relative turnover error is at most
`ε` exactly when the slowing factor `a` is at least the critical one. -/
theorem relError_le_iff (h1 : 0 < k1) (hm : 0 < km) (h2 : 0 < k2) (ha : 0 < a) (hε : 0 ≤ ε)
    (hp : IsStationary k1 km k2 pA pB) (hq : IsStationary (a * k1) (a * km) k2 qA qB) :
    relError (turnover k2 pB) (turnover k2 qB) ≤ ε ↔ criticalSlowing k1 km k2 ε ≤ a := by
  have hT : 0 < a * (k1 + km) + k2 := by positivity
  have hD : 0 < k2 + ε * (k1 + km) := by positivity
  rw [relError_eq h1 hm h2 ha hp hq, criticalSlowing, div_le_iff₀ hT, div_le_iff₀ hD]
  constructor <;> intro h <;> nlinarith [h]

/-- For positive rates and a tolerance `ε` between 0 and 1, the critical factor lies between
0 and 1, gives a relative turnover error of exactly `ε`, and leaves fewer than `2 / ε - 1`
pair events per turnover. -/
theorem cost_at_criticalSlowing (h1 : 0 < k1) (hm : 0 < km) (h2 : 0 < k2)
    (hε : 0 < ε) (hε1 : ε < 1) (hac : a = criticalSlowing k1 km k2 ε)
    (hp : IsStationary k1 km k2 pA pB) (hq : IsStationary (a * k1) (a * km) k2 qA qB) :
    0 < a ∧ a < 1 ∧ relError (turnover k2 pB) (turnover k2 qB) = ε ∧
    eventsPerTurnover (a * k1) (a * km) k2 qA qB < 2 / ε - 1 := by
  have hD : 0 < k2 + ε * (k1 + km) := by positivity
  have hc : 0 < 1 - ε := sub_pos.2 hε1
  have ha : 0 < a := by
    rw [hac, criticalSlowing]
    exact div_pos (mul_pos hc h2) hD
  have ha1 : a < 1 := by
    rw [hac, criticalSlowing, div_lt_one hD]
    nlinarith [mul_pos hε h2, mul_pos hε (add_pos h1 hm)]
  have key : a * (k2 + ε * (k1 + km)) = (1 - ε) * k2 := by
    rw [hac, criticalSlowing, div_mul_cancel₀ _ hD.ne']
  refine ⟨ha, ha1, ?_, ?_⟩
  · have hT : a * (k1 + km) + k2 ≠ 0 := by positivity
    rw [relError_eq h1 hm h2 ha hp hq, div_eq_iff hT]
    linear_combination (-1) * key
  · -- the remaining backward events are bounded by the tolerance alone
    have hb : a * km / k2 < (1 - ε) / ε := by
      rw [div_lt_div_iff₀ h2 hε]
      nlinarith [mul_pos ha h2, mul_pos (mul_pos ha hε) h1]
    rw [sub_div, div_self hε.ne'] at hb
    rw [eventsPerTurnover_eq (mul_pos ha h1) (mul_pos ha hm) h2 hq]
    have e1 : 2 * (a * km) / k2 = 2 * (a * km / k2) := by ring
    have e2 : 2 / ε = 2 * (1 / ε) := by ring
    rw [e1, e2]
    linarith

end

end SlowedCatalyticCycle
```

```lean
#print axioms SlowedCatalyticCycle.slowing_reversible_pair
#print axioms SlowedCatalyticCycle.relError_le_iff
#print axioms SlowedCatalyticCycle.cost_at_criticalSlowing
```

```
'SlowedCatalyticCycle.slowing_reversible_pair' depends on axioms: [propext, Classical.choice, Quot.sound]
'SlowedCatalyticCycle.relError_le_iff' depends on axioms: [propext, Classical.choice, Quot.sound]
'SlowedCatalyticCycle.cost_at_criticalSlowing' depends on axioms: [propext, Classical.choice, Quot.sound]
```

## What the theorems say, and for which model

`IsStationary` holds the two equations; `pA`, `pB` belong to the original cycle and `qA`, `qB` to the slowed one, with rates `a * k1`, `a * km` and `k2`. By `isStationary_iff`, each cycle has exactly one stationary state. `slowing_reversible_pair` collects the error, both event counts and the two strict decreases.

`relError` is signed: it is negative when `a > 1`, so `relError_le_iff` limits only a loss of turnover. `cost_at_criticalSlowing` sets `a` to $a_c$, which the file calls `criticalSlowing`.

`eventsPerTurnover` is a ratio of stationary fluxes. Reading it as the average count in a long stochastic run is an interpretation, and the theorems say nothing about transients or sampling noise. Networks with further steps, or with rates that depend on neighbouring sites, need their own analysis.

## How the algebra is checked

`isStationary_iff` solves the two linear equations by clearing the denominator and combining them with `linear_combination`. `turnover_eq` substitutes the result. In `eventsPerTurnover_eq`, `hflux` is the flux identity above, after which `pB` cancels.

`relError_eq` avoids the quotient $s/r$: `eP` and `eQ` state the occupations of B without denominators, and a linear combination of them gives the cross-multiplied formula. For the drop in turnover, `nlinarith` receives the positive product $k_1k_2^2(1-a)$, which is the difference of the cross-multiplied sides.

`relError_le_iff` clears both denominators and rearranges. In the last theorem, `key` is the definition of $a_c$ without its denominator; it yields the error $\varepsilon$, and `hb` is the bound on $a_ck_m/k_2$.
